# The two-hole matrix formed from g = 1/2 and the pair matrix D on six orbitals is D itself

On six orbitals paired as 01, 23 and 45, the candidate two-particle matrix D is the antisymmetrised identity on partnered orbitals and zero on all other pairs. The lemma `holeMatrix_eq` states that the two-hole matrix, computed from this D and the one-particle matrix g = 1/2 by the formula in `holeMatrix`, equals D entry by entry. It is an identity between explicit finite matrices and does not say that g and D come from a quantum state. The attempt proves that the identity matrix and D are symmetric, then expands an entry and leaves `ring` to cancel the terms in g against the constant terms.

The failing Lean file:

```lean
import Mathlib

open Matrix
open scoped ComplexOrder ComplexConjugate

namespace HoleMatrixEq

noncomputable section

variable {ι σ : Type*} [Fintype ι] [DecidableEq ι] [Fintype σ]

/-- The two-hole matrix `Q(ij,kl) = ⟨a_i a_j a_l† a_k†⟩`, written in terms of `g` and `D`. -/
def holeMatrix (g : Matrix ι ι ℂ) (D : Matrix (ι × ι) (ι × ι) ℂ) :
    Matrix (ι × ι) (ι × ι) ℂ := fun p q =>
  (1 : Matrix ι ι ℂ) p.1 q.1 * (1 : Matrix ι ι ℂ) p.2 q.2
    - (1 : Matrix ι ι ℂ) p.1 q.2 * (1 : Matrix ι ι ℂ) p.2 q.1
    - (1 : Matrix ι ι ℂ) p.1 q.1 * g q.2 p.2 - (1 : Matrix ι ι ℂ) p.2 q.2 * g q.1 p.1
    + (1 : Matrix ι ι ℂ) p.1 q.2 * g q.1 p.2 + (1 : Matrix ι ι ℂ) p.2 q.1 * g q.2 p.1
    + D q p

/-- The partner of each orbital in the pairing 01, 23, 45. -/
def partner : Fin 6 → Fin 6 := ![1, 0, 3, 2, 5, 4]

/-- Integer entries of the pair matrix: the antisymmetrised identity on partnered orbitals,
and zero on all other pairs. -/
def pairTable (p q : Fin 6 × Fin 6) : ℤ :=
  if partner p.1 = p.2 then (if p = q then 1 else 0) - (if p = q.swap then 1 else 0) else 0

/-- The candidate two-particle matrix `D`, with the entries of `pairTable`. -/
def pairD : Matrix (Fin 6 × Fin 6) (Fin 6 × Fin 6) ℂ := fun p q => (pairTable p q : ℂ)

/-- The one-particle matrix `g = 1/2` on six orbitals. -/
def halfFilling : Matrix (Fin 6) (Fin 6) ℂ := (1 / 2 : ℂ) • 1

/-- At `g = 1/2` the two-hole matrix of the candidate equals `D` itself. -/
theorem holeMatrix_eq : holeMatrix halfFilling pairD = pairD := by
  have hs : ∀ a b : Fin 6, (1 : Matrix (Fin 6) (Fin 6) ℂ) a b = 1 b a := by
    intro a b
    by_cases h : a = b
    · rw [h]
    · rw [Matrix.one_apply_ne h, Matrix.one_apply_ne (Ne.symm h)]
  have ht : ∀ p q, pairTable q p = pairTable p q := by decide +kernel
  ext ⟨i, j⟩ ⟨k, l⟩
  have hD : pairD (k, l) (i, j) = pairD (i, j) (k, l) := by
    simp only [pairD, ht (i, j) (k, l)]
  simp only [holeMatrix, halfFilling, Matrix.smul_apply, smul_eq_mul]
  rw [hD, hs l j, hs k i, hs k j, hs l i]
  ring

end

end HoleMatrixEq
```

The error:

```
Main.lean:37:64: error: Function expected at
  1
but this term has type
  ?m.19

Note: Expected a function because this term is being applied to the argument
  b
Main.lean:40:4: error: unsolved goals
case pos
a b : Fin 6
h : a = b
⊢ 1 b b = sorry
Try this:
  [apply] ring_nf
  
  The `ring` tactic failed to close the goal. Use `ring_nf` to obtain a normal form.
    
  Note that `ring` works primarily in *commutative* rings. If you have a noncommutative ring, abelian group or module, consider using `noncomm_ring`, `abel` or `module` instead.
Main.lean:36:64: error: unsolved goals
hs : ∀ (a b : Fin 6), 1 a b = sorry
ht : ∀ (p q : Fin 6 × Fin 6), pairTable q p = pairTable p q
i j k l : Fin 6
hD : pairD (k, l) (i, j) = pairD (i, j) (k, l)
⊢ 1 (i, j).1 (k, l).1 * 1 (i, j).2 (k, l).2 + 1 (i, j).1 (k, l).1 * sorry * (-1 / 2) +
              1 (i, j).2 (k, l).2 * sorry * (-1 / 2) -
            1 (i, j).1 (k, l).2 * 1 (i, j).2 (k, l).1 +
          1 (i, j).1 (k, l).2 * sorry * (1 / 2) +
        1 (i, j).2 (k, l).1 * sorry * (1 / 2) +
      pairD (i, j) (k, l) =
    pairD (i, j) (k, l)
```

Diagnosis. The first error is in the statement of `hs`. The type written on the left-hand `1` does not carry over to the `1` in `1 b a`, so Lean meets a numeral of unknown type applied to `b` and cannot read it as a function. It puts `sorry` in place of the right-hand side.

The other two messages follow from this. In the case `a = b` the goal becomes `1 b b = sorry`, which can't be closed. In the main proof, rewriting with `hs` puts `sorry` where entries of the identity matrix should stand, so `ring` cannot cancel the terms.

Giving the second `1` its matrix type makes `hs` the intended symmetry and removes the `sorry`. The added `change` restates the goal with plain indices, `i` for `(i, j).1` and so on, and writes out the entries of g as 1/2 times those of the identity. This makes the cancellation easy to see, but the messages don't show that it was needed once `hs` was mended. The comment above it is tidying.

This version goes through:

```diff
@@ -35,5 +35,6 @@
 /-- At `g = 1/2` the two-hole matrix of the candidate equals `D` itself. -/
 theorem holeMatrix_eq : holeMatrix halfFilling pairD = pairD := by
-  have hs : ∀ a b : Fin 6, (1 : Matrix (Fin 6) (Fin 6) ℂ) a b = 1 b a := by
+  have hs : ∀ a b : Fin 6, (1 : Matrix (Fin 6) (Fin 6) ℂ) a b
+      = (1 : Matrix (Fin 6) (Fin 6) ℂ) b a := by
     intro a b
     by_cases h : a = b
@@ -45,4 +46,12 @@
     simp only [pairD, ht (i, j) (k, l)]
   simp only [holeMatrix, halfFilling, Matrix.smul_apply, smul_eq_mul]
+  -- the one-particle terms cancel the constant terms
+  change (1 : Matrix (Fin 6) (Fin 6) ℂ) i k * (1 : Matrix (Fin 6) (Fin 6) ℂ) j l
+    - (1 : Matrix (Fin 6) (Fin 6) ℂ) i l * (1 : Matrix (Fin 6) (Fin 6) ℂ) j k
+    - (1 : Matrix (Fin 6) (Fin 6) ℂ) i k * (1 / 2 * (1 : Matrix (Fin 6) (Fin 6) ℂ) l j)
+    - (1 : Matrix (Fin 6) (Fin 6) ℂ) j l * (1 / 2 * (1 : Matrix (Fin 6) (Fin 6) ℂ) k i)
+    + (1 : Matrix (Fin 6) (Fin 6) ℂ) i l * (1 / 2 * (1 : Matrix (Fin 6) (Fin 6) ℂ) k j)
+    + (1 : Matrix (Fin 6) (Fin 6) ℂ) j k * (1 / 2 * (1 : Matrix (Fin 6) (Fin 6) ℂ) l i)
+    + pairD (k, l) (i, j) = pairD (i, j) (k, l)
   rw [hD, hs l j, hs k i, hs k j, hs l i]
   ring
```
